# The singlet of two spins 1/2 is an eigenvector of a real bilinear coupling exactly when the coupling tensor is symmetric

## Spins, coupling and singlet

Cartesian components are numbered 0, 1, 2 for x, y, z, and the Zeeman states of each spin are numbered 0 for up and 1 for down. The spin matrices are S_k = σ_k/2, with σ_k the Pauli matrices and ħ = 1. A real 3×3 tensor D defines the coupling

H_D = Σ_kl D_kl S_k ⊗ S_l,

where the left factor acts on spin 1 and the right factor on spin 2. A two-spin vector v has amplitudes v(a,b). The singlet s is left unnormalised:

s(0,1) = 1, s(1,0) = −1, s(0,0) = s(1,1) = 0.

The normalised state is s/√2. The claim is that, for any complex number c,

H_D s = c s ⇔ D is symmetric and c = −tr(D)/4.

## Derivation by exchange symmetry

Write the amplitudes of a vector v as a 2×2 matrix V. Then (M ⊗ N)v has the amplitude matrix M V Nᵀ. The singlet corresponds to A = iσ_1. Since σ_0 and σ_2 are symmetric and anticommute with σ_1, while σ_1 is antisymmetric, all three components satisfy

A S_lᵀ = −S_l A.

The amplitude matrix of H_D s is therefore −Σ_kl D_kl S_k S_l A. The product rule for spin 1/2 is

S_k S_l = δ_kl/4 + (i/2) Σ_m ε_klm S_m.

Its first term gives −tr(D)/4 times the singlet. The second involves only the axial vector w of the antisymmetric part of D:

w = (D_12 − D_21, D_20 − D_02, D_01 − D_10).

It contributes −(i/2) Σ_m w_m S_m A = (1/4) Σ_m w_m σ_m σ_1. Multiplying out the Pauli matrices gives

H_D s = −(tr(D)/4) s + (1/4) t(w),

where t(w) has the amplitudes

t(0,0) = w_1 + i w_0, t(1,1) = w_1 − i w_0, t(0,1) = t(1,0) = −i w_2.

These amplitudes are unchanged when the spins are exchanged, so t(w) is a triplet vector, whereas s changes sign. If H_D s = c s, then (c + tr(D)/4) s = t(w)/4. Both sides must vanish, which gives c = −tr(D)/4 and w = 0. The components of w are the differences of opposite off-diagonal entries, so w = 0 means that D is symmetric. The converse follows by putting w = 0.

For a numerical instance, let D have diagonal (1, 1, 2), D_01 = 2 and all other entries zero. Then tr(D) = 4 and w = (0, 0, 2), so H_D s has amplitude −1 − i/2 on (0,1) and 1 − i/2 on (1,0). For the normalised singlet, the triplet part has norm 1/2. Setting D_10 = 2 as well makes D symmetric, and then H_D s = −s.

## Conservation of the singlet population

Let P = s s†/2 be the projector onto the singlet. If H_D commutes with P, then H_D s = H_D P s = P H_D s, which is a multiple of s, so D is symmetric. Conversely, for symmetric D the eigenvalue c is real. As H_D is Hermitian, s†H_D = c s†, and hence H_D P = c P = P H_D.

In a simulation of an isolated pair governed by this coupling alone, a symmetric tensor thus leaves the singlet population constant. Zeeman terms that differ between the spins, or couplings to further spins, can still mix singlet and triplet.

## The definitions in Lean

```lean
import Mathlib

open Matrix
open scoped Kronecker

namespace SingletCoupling

noncomputable section
```

The three spin matrices are written out entry by entry.

```lean
/-- The Cartesian spin-1/2 matrices, in units of the reduced Planck constant. -/
def spin : Fin 3 → Matrix (Fin 2) (Fin 2) ℂ :=
  ![!![0, 1/2; 1/2, 0], !![0, -Complex.I/2; Complex.I/2, 0], !![1/2, 0; 0, -1/2]]
```

The coupling is a sum of Kronecker products `⊗ₖ`. Its rows and columns are labelled by pairs in `Fin 2 × Fin 2`, the Zeeman labels of spins 1 and 2. The real entries of `D` are converted to complex numbers.

```lean
/-- The bilinear coupling of two spins 1/2 through a real tensor `D`:
the sum of `D k l` times component `k` of spin 1 times component `l` of spin 2. -/
def coupling (D : Matrix (Fin 3) (Fin 3) ℝ) : Matrix (Fin 2 × Fin 2) (Fin 2 × Fin 2) ℂ :=
  ∑ k, ∑ l, (D k l : ℂ) • (spin k ⊗ₖ spin l)
```

The next three definitions are s, t(w) and w, with the amplitudes and signs used above.

```lean
/-- The unnormalised singlet, up-down minus down-up. -/
def singlet : Fin 2 × Fin 2 → ℂ := fun p => !![0, 1; -1, 0] p.1 p.2

/-- A triplet vector labelled by a real vector `w`; its amplitudes are unchanged
when the two spins are exchanged. -/
def triplet (w : Fin 3 → ℝ) : Fin 2 × Fin 2 → ℂ := fun p =>
  !![(w 1 : ℂ) + Complex.I * w 0, -Complex.I * w 2;
     -Complex.I * w 2, (w 1 : ℂ) - Complex.I * w 0] p.1 p.2

/-- The axial vector formed from the antisymmetric part of a coupling tensor. -/
def axial (D : Matrix (Fin 3) (Fin 3) ℝ) : Fin 3 → ℝ :=
  ![D 1 2 - D 2 1, D 2 0 - D 0 2, D 0 1 - D 1 0]
```

The factor 1/2 in the projector compensates for the squared norm 2 of `singlet`.

```lean
/-- The orthogonal projector onto the singlet. -/
def singletProj : Matrix (Fin 2 × Fin 2) (Fin 2 × Fin 2) ℂ :=
  (1/2 : ℂ) • vecMulVec singlet (star singlet)
```

In the point-dipole tensor b(1 − 3nnᵀ), n is a unit vector along the line joining the spins, and the constant `b` stands for the strength of the interaction, proportional to the product of the two gyromagnetic ratios and to the inverse cube of the distance. The model treats each magnetic moment as a point.

```lean
/-- The tensor `b (1 - 3 n nᵀ)`. When `n` is a unit vector along the line joining the spins, this is
the point-dipole coupling tensor with strength `b`. -/
def dipolar (b : ℝ) (n : Fin 3 → ℝ) : Matrix (Fin 3) (Fin 3) ℝ :=
  b • (1 - (3 : ℝ) • vecMulVec n n)
```

## From the axial vector to the eigenvalue criterion

The first theorem compares the components of w with the off-diagonal entries of D.

```lean
/-- The axial vector of a coupling tensor vanishes exactly when the tensor is symmetric. -/
theorem axial_eq_zero_iff (D : Matrix (Fin 3) (Fin 3) ℝ) : axial D = 0 ↔ D.IsSymm := by
  constructor
  · intro h
    have h0 := congrFun h 0
    have h1 := congrFun h 1
    have h2 := congrFun h 2
    simp only [axial, Matrix.cons_val, Pi.zero_apply] at h0 h1 h2
    ext i j
    fin_cases i <;> fin_cases j <;> simp [Matrix.transpose_apply] <;> linarith
  · intro h
    have h12 := h.apply 1 2
    have h20 := h.apply 2 0
    have h01 := h.apply 0 1
    funext m
    fin_cases m <;> simp [axial, h12, h20, h01]
```

The decomposition of H_D s holds for every real `D`. Where the derivation by hand used the product rule, Lean expands the four amplitudes. In the two mixed amplitudes the D_11 term contains a product of imaginary entries, so `Complex.I_sq` supplies i² = −1.

```lean
/-- Any bilinear coupling turns the singlet into `-trace D / 4` times itself plus
a triplet vector set by the antisymmetric part of the tensor. -/
theorem coupling_mulVec_singlet (D : Matrix (Fin 3) (Fin 3) ℝ) :
    coupling D *ᵥ singlet
      = (-(D.trace : ℂ) / 4) • singlet + (1/4 : ℂ) • triplet (axial D) := by
  -- compare the amplitudes on the four Zeeman product states
  refine funext (Prod.forall.mpr (Fin.forall_fin_two.mpr
    ⟨Fin.forall_fin_two.mpr ⟨?_, ?_⟩, Fin.forall_fin_two.mpr ⟨?_, ?_⟩⟩))
  all_goals
    simp only [coupling, Matrix.mulVec, dotProduct, Fintype.sum_prod_type, Fin.sum_univ_two,
      Fin.sum_univ_three, Matrix.add_apply, Matrix.smul_apply, Matrix.kroneckerMap_apply,
      smul_eq_mul, Pi.add_apply, Pi.smul_apply, singlet, triplet, axial, spin, Matrix.trace,
      Matrix.diag_apply, Matrix.of_apply, Matrix.cons_val, Complex.ofReal_add,
      Complex.ofReal_sub]
  · ring
  · linear_combination ((D 1 1 : ℂ) / 4) * Complex.I_sq
  · linear_combination (-(D 1 1 : ℂ) / 4) * Complex.I_sq
  · ring
```

The main theorem lets `c` be any complex number, and the equivalence fixes its value. The equations `h00`, `h01`, `h10` and `h11` are the four amplitudes of the eigenvalue equation. The combinations `h00 - h11`, `h00 + h11` and `h01 + h10` isolate w_0, w_1 and w_2, while `h01 - h10` isolates the eigenvalue. This is the separation by exchange symmetry, carried out in components.

```lean
/-- The singlet is an eigenvector of the coupling with eigenvalue `c` exactly when
the coupling tensor is symmetric and `c` is minus a quarter of its trace. -/
theorem singlet_eigenvector_iff (D : Matrix (Fin 3) (Fin 3) ℝ) (c : ℂ) :
    coupling D *ᵥ singlet = c • singlet ↔ D.IsSymm ∧ c = -(D.trace : ℂ) / 4 := by
  rw [coupling_mulVec_singlet, ← axial_eq_zero_iff]
  constructor
  · intro h
    have h00 := congrFun h (0, 0)
    have h01 := congrFun h (0, 1)
    have h10 := congrFun h (1, 0)
    have h11 := congrFun h (1, 1)
    simp only [Pi.add_apply, Pi.smul_apply, smul_eq_mul, singlet, triplet,
      Matrix.of_apply, Matrix.cons_val] at h00 h01 h10 h11
    -- the triplet amplitudes must vanish one by one
    have w0 : (axial D 0 : ℂ) = 0 := by
      linear_combination (-2 * Complex.I) * (h00 - h11) + (axial D 0 : ℂ) * Complex.I_sq
    have w1 : (axial D 1 : ℂ) = 0 := by linear_combination 2 * (h00 + h11)
    have w2 : (axial D 2 : ℂ) = 0 := by
      linear_combination (2 * Complex.I) * (h01 + h10) + (axial D 2 : ℂ) * Complex.I_sq
    refine ⟨?_, by linear_combination (-1/2 : ℂ) * (h01 - h10)⟩
    funext m
    fin_cases m
    · exact Complex.ofReal_eq_zero.mp w0
    · exact Complex.ofReal_eq_zero.mp w1
    · exact Complex.ofReal_eq_zero.mp w2
  · rintro ⟨hw, rfl⟩
    have ht : triplet 0 = 0 := by
      funext ⟨a, b⟩
      fin_cases a <;> fin_cases b <;> simp [triplet]
    rw [hw, ht, smul_zero, add_zero]
```

## The commutation criterion

Hermiticity follows from that of the spin matrices and the reality of `D`.

```lean
/-- The coupling operator of a real tensor is Hermitian. -/
theorem coupling_hermitian (D : Matrix (Fin 3) (Fin 3) ℝ) : (coupling D)ᴴ = coupling D := by
  have hs : ∀ k, (spin k)ᴴ = spin k := by
    intro k
    ext i j
    fin_cases k <;> fin_cases i <;> fin_cases j <;> simp [spin]
  simp only [coupling, Matrix.conjTranspose_sum, Matrix.conjTranspose_smul,
    Matrix.conjTranspose_kronecker, hs, Complex.star_def, Complex.conj_ofReal]
```

Applying the projector to `v` gives half the inner product of `singlet` with `v`, times `singlet`.

```lean
/-- The singlet projector maps a two-spin vector to its singlet component. -/
theorem singletProj_mulVec (v : Fin 2 × Fin 2 → ℂ) :
    singletProj *ᵥ v = ((star singlet ⬝ᵥ v) / 2) • singlet := by
  funext p
  simp only [singletProj, Matrix.mulVec, dotProduct, Fintype.sum_prod_type, Fin.sum_univ_two,
    Matrix.smul_apply, Matrix.vecMulVec_apply, Pi.smul_apply, smul_eq_mul]
  ring
```

The theorem below states the commutation criterion. In the forward direction, `hv` says that H_D s is a multiple of s, and the main theorem then gives symmetry. In the reverse direction, `hl` is the eigenvalue equation for the bra, obtained by taking the adjoint.

```lean
/-- The coupling commutes with the singlet projector exactly when the coupling tensor is symmetric.
-/
theorem commutes_singletProj_iff (D : Matrix (Fin 3) (Fin 3) ℝ) :
    coupling D * singletProj = singletProj * coupling D ↔ D.IsSymm := by
  constructor
  · intro h
    have hn : star singlet ⬝ᵥ singlet = 2 := by
      simp only [dotProduct, Fintype.sum_prod_type, Fin.sum_univ_two, Pi.star_apply, singlet,
        Matrix.of_apply, Matrix.cons_val, star_zero, star_one, star_neg]
      norm_num
    have hP : singletProj *ᵥ singlet = singlet := by
      rw [singletProj_mulVec, hn, div_self two_ne_zero, one_smul]
    -- a commuting operator keeps the range of the projector
    have hv : coupling D *ᵥ singlet
        = ((star singlet ⬝ᵥ (coupling D *ᵥ singlet)) / 2) • singlet := by
      rw [← singletProj_mulVec, Matrix.mulVec_mulVec, ← h, ← Matrix.mulVec_mulVec, hP]
    exact ((singlet_eigenvector_iff D _).mp hv).1
  · intro hD
    have hs := (singlet_eigenvector_iff D _).mpr ⟨hD, rfl⟩
    -- hermiticity gives the same eigenvalue for the bra
    have hl : star singlet ᵥ* coupling D = (-(D.trace : ℂ) / 4) • star singlet := by
      have h := congrArg star hs
      rw [Matrix.star_mulVec, coupling_hermitian, star_smul] at h
      rw [h]
      congr 1
      simp
    rw [singletProj, Matrix.mul_smul, Matrix.smul_mul, Matrix.mul_vecMulVec,
      Matrix.vecMulVec_mul, hs, hl]
    ext i j
    simp only [Matrix.smul_apply, Matrix.vecMulVec_apply, Pi.smul_apply, smul_eq_mul]
    ring
```

## Dipolar and antisymmetric tensors

The dipolar tensor is symmetric, and its trace is 3b(1 − n·n). The hypothesis `hn` makes n a unit vector, so the trace vanishes and the singlet has eigenvalue zero.

```lean
/-- Point-dipole coupling along a unit vector annihilates the singlet. -/
theorem dipolar_mulVec_singlet (b : ℝ) (n : Fin 3 → ℝ) (hn : n ⬝ᵥ n = 1) :
    coupling (dipolar b n) *ᵥ singlet = 0 := by
  have hS : (dipolar b n).IsSymm := by
    ext i j
    rcases eq_or_ne i j with rfl | hij
    · rfl
    · simp only [Matrix.transpose_apply, dipolar, Matrix.smul_apply, Matrix.sub_apply,
        Matrix.one_apply_ne hij, Matrix.one_apply_ne hij.symm, Matrix.vecMulVec_apply,
        smul_eq_mul]
      ring
  have hT : (dipolar b n).trace = 0 := by
    simp only [dotProduct, Fin.sum_univ_three] at hn
    simp only [Matrix.trace, Matrix.diag_apply, Fin.sum_univ_three, dipolar, Matrix.smul_apply,
      Matrix.sub_apply, Matrix.one_apply_eq, Matrix.vecMulVec_apply, smul_eq_mul]
    linear_combination (-3 * b) * hn
  rw [(singlet_eigenvector_iff _ 0).mpr ⟨hS, by rw [hT]; simp⟩, zero_smul]
```

For an antisymmetric tensor the trace also vanishes, which leaves H_D s = t(w)/4, a vector orthogonal to s. If it were zero, the main theorem would make `D` symmetric as well as antisymmetric, hence zero, contrary to `h0`. Antisymmetric exchange of this kind therefore couples the singlet to the triplet states.

```lean
/-- A nonzero antisymmetric coupling sends the singlet to a nonzero vector
orthogonal to the singlet. -/
theorem antisymmetric_mulVec_singlet (D : Matrix (Fin 3) (Fin 3) ℝ)
    (hD : Dᵀ = -D) (h0 : D ≠ 0) :
    star singlet ⬝ᵥ (coupling D *ᵥ singlet) = 0 ∧ coupling D *ᵥ singlet ≠ 0 := by
  constructor
  · have ht : D.trace = 0 := by
      have h := congrArg Matrix.trace hD
      rw [Matrix.trace_transpose, Matrix.trace_neg] at h
      linarith
    rw [coupling_mulVec_singlet, ht]
    simp only [dotProduct, Fintype.sum_prod_type, Fin.sum_univ_two, Pi.star_apply,
      Pi.add_apply, Pi.smul_apply, smul_eq_mul, singlet, triplet, Matrix.of_apply,
      Matrix.cons_val, star_zero, star_one, star_neg, Complex.ofReal_zero]
    ring
  · intro hz
    have hs := ((singlet_eigenvector_iff D 0).mp (by rw [hz, zero_smul])).1
    apply h0
    ext i j
    have h := congrFun (congrFun (hs.eq.symm.trans hD) i) j
    simp only [Matrix.neg_apply] at h
    rw [Matrix.zero_apply]
    linarith

end

end SingletCoupling
```

```lean
#print axioms SingletCoupling.singlet_eigenvector_iff
#print axioms SingletCoupling.commutes_singletProj_iff
#print axioms SingletCoupling.dipolar_mulVec_singlet
#print axioms SingletCoupling.antisymmetric_mulVec_singlet
```

```
'SingletCoupling.singlet_eigenvector_iff' depends on axioms: [propext, Classical.choice, Quot.sound]
'SingletCoupling.commutes_singletProj_iff' depends on axioms: [propext, Classical.choice, Quot.sound]
'SingletCoupling.dipolar_mulVec_singlet' depends on axioms: [propext, Classical.choice, Quot.sound]
'SingletCoupling.antisymmetric_mulVec_singlet' depends on axioms: [propext, Classical.choice, Quot.sound]
```
